# The geminal $1+(1-e^{-\gamma r})/(2\gamma)$ of an isolated electron pair has local energy tending to $1/2+3\gamma/2$ at coalescence

## If the cusp is right for every $\gamma$, does $\gamma$ still matter at contact?

Two electrons with opposite spins approach each other, and their repulsion $1/r$ diverges. I describe the pair by the factor $\psi(r)=1+(1-e^{-\gamma r})/(2\gamma)$, where $r$ is their distance and $\gamma>0$ an inverse length. Its slope at $r=0$ is $1/2$ whatever $\gamma$ is, so the kinetic energy always cancels the divergence. I had concluded that $\gamma$ only shapes the function at larger distances. But when I evaluate the local energy at very small $r$, different values of $\gamma$ give different numbers. What does $\gamma$ control there, and can I choose it to obtain any contact value I like?

## It sets the finite part of the local energy, through the curvature

The slope removes the divergence, and the second derivative at $r=0$ fixes what is left. That second derivative depends on $\gamma$: the local energy tends to $1/2+3\gamma/2$. With $\gamma>0$ you can therefore reach every contact value above $1/2$ hartree, and no other.

### What remains after the $1/r$ terms cancel

In atomic units the relative motion of the pair in an s wave has the Hamiltonian $-d^2/dr^2-(2/r)\,d/dr+1/r$. The local energy is

$$E_L(r)=\frac{-\psi''(r)-2\psi'(r)/r+\psi(r)/r}{\psi(r)} .$$

Take any twice continuously differentiable $\psi$ with $\psi(0)\neq0$. Splitting off the values at $r=0$ turns the numerator into

$$\frac{\psi(0)-2\psi'(0)}{r}-\psi''(r)-2\,\frac{\psi'(r)-\psi'(0)}{r}+\frac{\psi(r)-\psi(0)}{r}.$$

If the cusp condition $\psi'(0)=\psi(0)/2$ holds, the first term vanishes. The two difference quotients tend to $\psi''(0)$ and $\psi'(0)$, so

$$E_L(r)\to\frac{-3\psi''(0)+\psi'(0)}{\psi(0)}=\frac12-\frac{3\psi''(0)}{\psi(0)} .$$

Conversely, suppose that $E_L$ has a finite limit. Then $rE_L(r)\to0$. Multiplying the definition by $r$ gives

$$rE_L(r)=\frac{-r\psi''(r)-2\psi'(r)+\psi(r)}{\psi(r)}\to\frac{\psi(0)-2\psi'(0)}{\psi(0)},$$

and this must be zero, which is the cusp condition.

For your function, $\psi'(r)=e^{-\gamma r}/2$ and $\psi''(r)=-\gamma e^{-\gamma r}/2$. Hence $\psi(0)=1$, $\psi'(0)=1/2$ and $\psi''(0)=-\gamma/2$, and the limit is

$$\frac12-3\left(-\frac{\gamma}{2}\right)=\frac12+\frac{3\gamma}{2}.$$

Setting this equal to a prescribed value $\varepsilon$ gives $\gamma=(2\varepsilon-1)/3$, which is positive exactly when $\varepsilon>1/2$. For example, $\gamma=1$ bohr$^{-1}$ gives 2 hartree.

### The same claims in Lean

`localEnergy ψ r` is $E_L(r)$, written with Mathlib's derivative `deriv`. `slaterGeminal γ r` is the whole factor $\psi$; in the explicitly correlated literature, "Slater geminal" often means only the exponential part. The letter `ε` is a prescribed contact value, not an orbital energy.

The hypothesis `ContDiff ℝ 2 ψ` says that $\psi$ is twice continuously differentiable on the whole real line, so the formula for $\psi$ is also read at negative $r$. The limit itself is one-sided: `𝓝[>] 0` means that $r$ approaches $0$ from above. In `Tendsto (localEnergy ψ) (𝓝[>] 0) (𝓝 L)` the limit `L` is a real number, hence finite.

There are four main statements:

- `finite_limit_iff_cusp`: if $\psi(0)\neq0$, a finite limit exists if and only if $\psi'(0)=\psi(0)/2$.
- `localEnergy_tendsto`: if $\psi(0)\neq0$ and $\psi'(0)=\psi(0)/2$, the limit is $1/2-3\psi''(0)/\psi(0)$.
- `matches_iff`: for $\gamma\neq0$, the geminal has the limit $\varepsilon$ if and only if $\gamma=(2\varepsilon-1)/3$.
- `exists_match_iff`: some $\gamma>0$ achieves $\varepsilon$ if and only if $\varepsilon>1/2$.

Negative $\gamma$ is allowed in `matches_iff` and gives values below $1/2$, with a factor that grows exponentially. At $\gamma=0$ Lean's division by zero would turn the geminal into the constant $1$, not into the limiting function $1+r/2$, so that value is excluded.

The step to a real atom or molecule is the identification of this pair with two electrons among nuclei and other electrons. There the full local energy has further terms, which also contribute to its value at contact. Factors of this type appear in F12 methods, and local energies are sampled in quantum Monte Carlo; for those uses the result gives the contribution of $\gamma$ at contact for an isolated s-wave pair only.

```lean
import Mathlib

open Filter Topology

namespace SlaterGeminalCoalescence

noncomputable section

/-- The local energy of an s-wave pair function `ψ` of the interelectronic distance `r`, for the
relative Hamiltonian `-d²/dr² - (2/r) d/dr + 1/r`; it is meaningful at `r > 0` where `ψ` is twice
differentiable and `ψ r ≠ 0`. -/
def localEnergy (ψ : ℝ → ℝ) (r : ℝ) : ℝ :=
  (-(deriv (deriv ψ) r) - 2 * deriv ψ r / r + ψ r / r) / ψ r

/-- The Slater-type geminal `1 + (1 - exp (-γ r)) / (2γ)` with inverse length `γ ≠ 0`. -/
def slaterGeminal (γ r : ℝ) : ℝ :=
  1 + (1 - Real.exp (-γ * r)) / (2 * γ)

/-- The first derivative of a twice continuously differentiable pair function is differentiable, and
the second derivative of the pair function is continuous. -/
theorem second_derivative_regular {ψ : ℝ → ℝ} (hψ : ContDiff ℝ 2 ψ) :
    Differentiable ℝ (deriv ψ) ∧ Continuous (deriv (deriv ψ)) := by
  have h : ContDiff ℝ (1 + 1) ψ := by
    rw [one_add_one_eq_two]
    exact hψ
  exact contDiff_one_iff_deriv.1 (contDiff_succ_iff_deriv.1 h).2.2

/-- For a twice continuously differentiable pair function with `ψ(0) ≠ 0` that obeys the cusp
condition `ψ'(0) = ψ(0)/2`, the local energy tends, as `r → 0⁺`, to `1/2 - 3 ψ''(0)/ψ(0)`. -/
theorem localEnergy_tendsto {ψ : ℝ → ℝ} (hψ : ContDiff ℝ 2 ψ) (h0 : ψ 0 ≠ 0)
    (hcusp : deriv ψ 0 = ψ 0 / 2) :
    Tendsto (localEnergy ψ) (𝓝[>] 0) (𝓝 (1 / 2 - 3 * deriv (deriv ψ) 0 / ψ 0)) := by
  obtain ⟨hd, hc⟩ := second_derivative_regular hψ
  have hdiff : Differentiable ℝ ψ := hψ.differentiable (by norm_num)
  -- difference quotients of ψ and ψ' at coalescence
  have quot : ∀ f : ℝ → ℝ, Differentiable ℝ f →
      Tendsto (fun r => (f r - f 0) / r) (𝓝[>] 0) (𝓝 (deriv f 0)) := by
    intro f hf
    have h := (hf 0).hasDerivAt.tendsto_slope_zero_right
    refine h.congr fun r => ?_
    rw [zero_add, smul_eq_mul, div_eq_inv_mul]
  have l0 : Tendsto ψ (𝓝[>] 0) (𝓝 (ψ 0)) :=
    (hψ.continuous.tendsto 0).mono_left nhdsWithin_le_nhds
  have l2 : Tendsto (deriv (deriv ψ)) (𝓝[>] 0) (𝓝 (deriv (deriv ψ) 0)) :=
    (hc.tendsto 0).mono_left nhdsWithin_le_nhds
  have key : Tendsto (fun r => (-(deriv (deriv ψ) r) - 2 * ((deriv ψ r - deriv ψ 0) / r)
      + (ψ r - ψ 0) / r) / ψ r) (𝓝[>] 0)
      (𝓝 ((-(deriv (deriv ψ) 0) - 2 * deriv (deriv ψ) 0 + deriv ψ 0) / ψ 0)) :=
    ((l2.neg.sub ((quot _ hd).const_mul 2)).add (quot _ hdiff)).div l0 h0
  have hval : (-(deriv (deriv ψ) 0) - 2 * deriv (deriv ψ) 0 + deriv ψ 0) / ψ 0
      = 1 / 2 - 3 * deriv (deriv ψ) 0 / ψ 0 := by
    have h1 : ψ 0 * (ψ 0)⁻¹ = 1 := mul_inv_cancel₀ h0
    rw [hcusp]
    linear_combination (1 / 2) * h1
  rw [hval] at key
  -- the cusp condition cancels the two 1/r singularities
  refine key.congr fun r => ?_
  simp only [localEnergy]
  rw [hcusp]
  ring

/-- For a twice continuously differentiable pair function with `ψ(0) ≠ 0`, the local energy
has a finite limit at coalescence exactly when `ψ'(0) = ψ(0)/2`. -/
theorem finite_limit_iff_cusp {ψ : ℝ → ℝ} (hψ : ContDiff ℝ 2 ψ) (h0 : ψ 0 ≠ 0) :
    (∃ L, Tendsto (localEnergy ψ) (𝓝[>] 0) (𝓝 L)) ↔ deriv ψ 0 = ψ 0 / 2 := by
  refine ⟨?_, fun h => ⟨_, localEnergy_tendsto hψ h0 h⟩⟩
  rintro ⟨L, hL⟩
  obtain ⟨hd, hc⟩ := second_derivative_regular hψ
  have lr : Tendsto (fun r : ℝ => r) (𝓝[>] 0) (𝓝 0) :=
    tendsto_id.mono_left nhdsWithin_le_nhds
  have l0 : Tendsto ψ (𝓝[>] 0) (𝓝 (ψ 0)) :=
    (hψ.continuous.tendsto 0).mono_left nhdsWithin_le_nhds
  have l1 : Tendsto (deriv ψ) (𝓝[>] 0) (𝓝 (deriv ψ 0)) :=
    (hd.continuous.tendsto 0).mono_left nhdsWithin_le_nhds
  have l2 : Tendsto (deriv (deriv ψ)) (𝓝[>] 0) (𝓝 (deriv (deriv ψ) 0)) :=
    (hc.tendsto 0).mono_left nhdsWithin_le_nhds
  -- r times the local energy isolates the coefficient of 1/r
  have hA : Tendsto (fun r => r * localEnergy ψ r) (𝓝[>] 0) (𝓝 (0 * L)) := lr.mul hL
  have hB : Tendsto (fun r => (-(r * deriv (deriv ψ) r) - 2 * deriv ψ r + ψ r) / ψ r)
      (𝓝[>] 0) (𝓝 ((-(0 * deriv (deriv ψ) 0) - 2 * deriv ψ 0 + ψ 0) / ψ 0)) :=
    (((lr.mul l2).neg.sub (l1.const_mul 2)).add l0).div l0 h0
  have hAB : (fun r => r * localEnergy ψ r) =ᶠ[𝓝[>] 0]
      (fun r => (-(r * deriv (deriv ψ) r) - 2 * deriv ψ r + ψ r) / ψ r) := by
    filter_upwards [self_mem_nhdsWithin] with r hr
    have e : r * r⁻¹ = 1 := mul_inv_cancel₀ (Set.mem_Ioi.1 hr).ne'
    simp only [localEnergy]
    linear_combination ((-2 * deriv ψ r + ψ r) * (ψ r)⁻¹) * e
  have heq := tendsto_nhds_unique (hA.congr' hAB) hB
  rw [zero_mul, eq_comm, div_eq_zero_iff] at heq
  rcases heq with h | h
  · linarith
  · exact absurd h h0

/-- The Slater-type geminal with `γ > 0` is positive at every distance `r ≥ 0`. -/
theorem slaterGeminal_pos {γ r : ℝ} (hγ : 0 < γ) (hr : 0 ≤ r) : 0 < slaterGeminal γ r := by
  have h1 : Real.exp (-γ * r) ≤ 1 :=
    Real.exp_le_one_iff.2 (by nlinarith [mul_nonneg hγ.le hr])
  have h2 : 0 ≤ (1 - Real.exp (-γ * r)) / (2 * γ) :=
    div_nonneg (by linarith) (by linarith)
  unfold slaterGeminal
  linarith

/-- For `γ ≠ 0` the Slater-type geminal has slope `1/2` and second derivative `-γ/2`
at coalescence. -/
theorem slaterGeminal_derivatives {γ : ℝ} (hγ : γ ≠ 0) :
    deriv (slaterGeminal γ) 0 = 1 / 2 ∧ deriv (deriv (slaterGeminal γ)) 0 = -γ / 2 := by
  have hexp : ∀ r : ℝ, HasDerivAt (fun x => Real.exp (-γ * x))
      (Real.exp (-γ * r) * (-γ)) r := fun r =>
    (((hasDerivAt_id' r).const_mul (-γ)).congr_deriv (mul_one (-γ))).exp
  have h1 : deriv (slaterGeminal γ) = fun r => Real.exp (-γ * r) / 2 := by
    funext r
    have h : HasDerivAt (slaterGeminal γ) (-(Real.exp (-γ * r) * (-γ)) / (2 * γ)) r :=
      (((hexp r).const_sub 1).div_const (2 * γ)).const_add 1
    rw [h.deriv]
    field_simp
  rw [h1]
  refine ⟨by simp, ?_⟩
  rw [((hexp 0).div_const 2).deriv]
  simp

/-- For `γ ≠ 0` the local energy of the Slater-type geminal tends to `1/2 + 3γ/2`
at coalescence. -/
theorem slaterGeminal_localEnergy {γ : ℝ} (hγ : γ ≠ 0) :
    Tendsto (localEnergy (slaterGeminal γ)) (𝓝[>] 0) (𝓝 (1 / 2 + 3 * γ / 2)) := by
  have hs : ContDiff ℝ 2 (slaterGeminal γ) := by
    change ContDiff ℝ 2 (fun r : ℝ => 1 + (1 - Real.exp (-γ * r)) / (2 * γ))
    fun_prop
  have h0 : slaterGeminal γ 0 = 1 := by simp [slaterGeminal]
  obtain ⟨h1, h2⟩ := slaterGeminal_derivatives hγ
  have h := localEnergy_tendsto hs (by rw [h0]; exact one_ne_zero) (by rw [h1, h0])
  rw [h2, h0] at h
  convert h using 2
  ring

/-- For `γ ≠ 0` the local energy of the Slater-type geminal tends to `ε` as `r → 0⁺` exactly when
`γ = (2ε - 1)/3`. -/
theorem matches_iff {γ : ℝ} (hγ : γ ≠ 0) (ε : ℝ) :
    Tendsto (localEnergy (slaterGeminal γ)) (𝓝[>] 0) (𝓝 ε) ↔ γ = (2 * ε - 1) / 3 := by
  constructor
  · intro h
    have := tendsto_nhds_unique h (slaterGeminal_localEnergy hγ)
    linarith
  · intro h
    have e : ε = 1 / 2 + 3 * γ / 2 := by linarith
    rw [e]
    exact slaterGeminal_localEnergy hγ

/-- The local energy tends to a prescribed `ε` as `r → 0⁺` for a Slater-type geminal with some
`γ > 0` exactly when `ε > 1/2`. -/
theorem exists_match_iff (ε : ℝ) :
    (∃ γ : ℝ, 0 < γ ∧ Tendsto (localEnergy (slaterGeminal γ)) (𝓝[>] 0) (𝓝 ε))
      ↔ 1 / 2 < ε := by
  constructor
  · rintro ⟨γ, hγ, h⟩
    have := (matches_iff hγ.ne' ε).1 h
    linarith
  · intro h
    have hγ : 0 < (2 * ε - 1) / 3 := by linarith
    exact ⟨_, hγ, (matches_iff hγ.ne' ε).2 rfl⟩

end

end SlaterGeminalCoalescence
```

```lean
#print axioms SlaterGeminalCoalescence.finite_limit_iff_cusp
#print axioms SlaterGeminalCoalescence.slaterGeminal_pos
#print axioms SlaterGeminalCoalescence.slaterGeminal_localEnergy
#print axioms SlaterGeminalCoalescence.exists_match_iff
```

```
'SlaterGeminalCoalescence.finite_limit_iff_cusp' depends on axioms: [propext, Classical.choice, Quot.sound]
'SlaterGeminalCoalescence.slaterGeminal_pos' depends on axioms: [propext, Classical.choice, Quot.sound]
'SlaterGeminalCoalescence.slaterGeminal_localEnergy' depends on axioms: [propext, Classical.choice, Quot.sound]
'SlaterGeminalCoalescence.exists_match_iff' depends on axioms: [propext, Classical.choice, Quot.sound]
```

### From the difference quotients to the matching rule

`second_derivative_regular` extracts from the smoothness hypothesis that $\psi'$ is differentiable and $\psi''$ continuous. In `localEnergy_tendsto`, `quot` is the convergence of a difference quotient to the derivative, applied once to $\psi'$ and once to $\psi$. The step `key` combines these limits with that of $\psi''$ and divides by $\psi(r)\to\psi(0)\neq0$. Then `hval` simplifies the limit to $1/2-3\psi''(0)/\psi(0)$. The last lines insert the cusp condition and let `ring` confirm that the expression with difference quotients is the local energy: this is the cancellation of the $1/r$ terms.

The converse in `finite_limit_iff_cusp` computes the limit of $rE_L(r)$ twice. `hA` obtains $0\cdot L$ from the assumed finite limit, and `hB` obtains $(\psi(0)-2\psi'(0))/\psi(0)$ from continuity. `hAB` shows that the two expressions agree for $r>0$, where $r\cdot r^{-1}=1$. Uniqueness of limits, `tendsto_nhds_unique`, then forces the numerator to vanish.

For the geminal, `slaterGeminal_derivatives` differentiates the exponential by the chain rule and evaluates at zero, and `slaterGeminal_localEnergy` puts the two values into the general formula. `slaterGeminal_pos` shows that for $\gamma>0$ the factor has no zero at any $r\ge0$, so the quotient $E_L(r)$ is meaningful at every $r>0$. In `matches_iff`, uniqueness of limits turns the matching requirement into a linear equation for $\gamma$; `exists_match_iff` reads off the sign of its solution.

### Parallel spins, and a pair function on the half-line

The same argument handles a pair with relative angular momentum $l$. Write the radial function as $r^l\chi(r)$, with $\chi$ twice continuously differentiable and $\chi(0)\neq0$. The centrifugal term cancels, and the coefficient $2$ of $\psi'/r$ becomes $2(l+1)$ for $\chi'/r$. The cusp condition is then $\chi'(0)=\chi(0)/(2(l+1))$, and the limit is

$$\frac{1}{2(l+1)}-(2l+3)\frac{\chi''(0)}{\chi(0)} .$$

For parallel spins in a p wave, $l=1$, the factor $\chi(r)=1+(1-e^{-\gamma r})/(4\gamma)$ gives $1/4+5\gamma/4$. The code treats $l=0$ only.

Since a distance is never negative, the pair function could also have been defined for $r\ge0$ alone, with one-sided derivatives at zero. The limits would be the same, because a twice continuously differentiable function on the half-line can be continued to negative $r$ by its second-order Taylor polynomial at zero. The change would matter to someone who writes the function as $\psi(|r|)$: with a nonzero slope at contact that version has a kink at $r=0$ and fails `ContDiff ℝ 2 ψ`, although its values at positive distances are the same.
